# The total spin-lowering operator maps the sector of spin projection M into the sector M − 1

For a finite number `N` of spins one half, a state is given by a complex amplitude for each string of alphas and betas, and need not be normalised; it may even be zero. The theorem `lower_sector` says that if the amplitudes of `g` vanish on every string whose 2M differs from the integer `d`, then those of `S₋ g` vanish on every string whose 2M differs from `d - 2`. The amplitude of `S₋ g` at a string `s` is a sum over the beta sites of `s`, each term being the amplitude of `g` at the string with that beta turned to alpha. The proof shows that each term is zero when `s` lies outside the new sector: were the flipped string in sector `d`, then `s` would be in sector `d - 2`. To compare the two values of 2M, it splits each sum over sites into the flipped site `i` and the rest.

The failing Lean file:

```lean
import Mathlib

open Finset

namespace LowerSector

noncomputable section

/-- Strings of `N` spins one half; `false` is alpha (up) and `true` is beta (down). -/
abbrev Spins (N : ℕ) := Fin N → Bool

/-- Twice the z-component of one spin. -/
def sz2 : Bool → ℤ
  | false => 1
  | true => -1

variable {N : ℕ}

/-- Twice the total z-component `M`: the number of alphas minus the number of betas. -/
def twoM (s : Spins N) : ℤ := ∑ i, sz2 (s i)

/-- The state `f` contains only strings with `2M = d`. -/
def InSector (d : ℤ) (f : Spins N → ℂ) : Prop := ∀ s, twoM s ≠ d → f s = 0

/-- The total ladder operators on amplitudes: S+ for `b = true`, S- for `b = false`. -/
def ladder (b : Bool) : (Spins N → ℂ) →ₗ[ℂ] (Spins N → ℂ) where
  toFun f s := ∑ i with s i ≠ b, f (Function.update s i b)
  map_add' f g := by ext s; simp [sum_add_distrib]
  map_smul' c f := by ext s; simp [mul_sum]

local notation "S₊" => ladder true
local notation "S₋" => ladder false

/-- S- lowers M by one. -/
theorem lower_sector {d : ℤ} {g : Spins N → ℂ} (hg : InSector d g) :
    InSector (d - 2) (S₋ g) := by
  intro s hs
  change ∑ i with s i ≠ false, g (Function.update s i false) = 0
  refine sum_eq_zero fun i hi => hg _ fun h => hs ?_
  have hi' : s i = true := by simpa using hi
  have h1 := add_sum_erase univ (fun j => sz2 (s j)) (mem_univ i)
  have h2 := add_sum_erase univ (fun j => sz2 (Function.update s i false j)) (mem_univ i)
  have e : ∑ j ∈ univ.erase i, sz2 (Function.update s i false j) =
      ∑ j ∈ univ.erase i, sz2 (s j) :=
    sum_congr rfl fun j hj => by rw [Function.update_of_ne (ne_of_mem_erase hj)]
  simp only [e, hi', Function.update_self, sz2] at h1 h2
  unfold twoM at h ⊢
  linarith

end

end LowerSector
```

Lean reports:

```
Main.lean:48:2: error: linarith failed to find a contradiction
case h1
N : ℕ
d : ℤ
g : Spins N → ℂ
hg : InSector d g
s : Spins N
hs : twoM s ≠ d - 2
i : Fin N
hi : i ∈ {i | s i ≠ false}
h : ∑ i_1, sz2 (Function.update s i false i_1) = d
hi' : s i = true
e : ∑ j ∈ univ.erase i, sz2 (Function.update s i false j) = ∑ j ∈ univ.erase i, sz2 (s j)
h1 :
  (-1 +
      ∑ x ∈ univ.erase i,
        match s x with
        | false => 1
        | true => -1) =
    ∑ x,
      match s x with
      | false => 1
      | true => -1
h2 :
  (1 +
      ∑ x ∈ univ.erase i,
        match Function.update s i false x with
        | false => 1
        | true => -1) =
    ∑ x,
      match Function.update s i false x with
      | false => 1
      | true => -1
a✝ : ∑ i, sz2 (s i) < d - 2
⊢ False
failed
Main.lean:46:13: warning: This simp argument is unused:
  e

Hint: Omit it from the simp argument list.
  [apply] simp only [hi', Function.update_self, sz2] at h1 h2

Note: This linter can be disabled with `set_option linter.unusedSimpArgs false`
```

Cause. The error says that `linarith` could not derive the required equality from the hypotheses, and the warning says that `simp only` never used `e`, the fact that the two strings have equal sums over the sites other than `i`. Both come from giving `sz2` to `simp only`. It unfolds `sz2` everywhere, also under the sums, where the spin is not known and a `match` is left behind. Since `simp` by default simplifies the inside of a sum before trying to rewrite the sum itself, the left side of `e`, written with `sz2`, no longer matches. The two remainders in `h1` and `h2` thus stay different, and the full sums there no longer look like those in `h` and the goal, which still contain `sz2`. `linarith` treats them all as unrelated quantities.

The repair evaluates `sz2` only at site `i`, where `z1` gives -1 for the beta and `z2` gives 1 for the alpha. With these in place of the unfolding, the sums keep their `sz2`, `e` makes the remainders equal, and `linarith` can finish.

This version goes through:

```diff
@@ -44,5 +44,7 @@
       ∑ j ∈ univ.erase i, sz2 (s j) :=
     sum_congr rfl fun j hj => by rw [Function.update_of_ne (ne_of_mem_erase hj)]
-  simp only [e, hi', Function.update_self, sz2] at h1 h2
+  have z1 : sz2 (s i) = -1 := by simp [hi', sz2]
+  have z2 : sz2 (Function.update s i false i) = 1 := by simp [sz2]
+  simp only [e, z1, z2] at h1 h2
   unfold twoM at h ⊢
   linarith
```
